# Gaussian dephasing with a positive, continuous noise correlation violates the second-order Nakajima-Zwanzig equation at every positive time

Take a two-level system whose transition frequency is shifted by a static random amount, Gaussian with mean zero and variance ω² > 0. In the frame rotating at the mean frequency, the noise-averaged coherence, normalised to 1 at t = 0, is

f(t) = exp(-ω²t²/2), so f'(t) = -ω² t f(t).

The second-order Nakajima-Zwanzig equation would instead require the derivative to be

-ω² ∫₀ᵗ f(s) ds.

Since f decreases, its integral from 0 to t exceeds t f(t). The memory term weights the loss with earlier, larger values of the coherence, so it demands a faster decay than the exact one.

The same comparison works when the frequency fluctuates in time as a stationary Gaussian process, provided its correlation C(u) is a positive, continuous function of the delay u. "Second-order" refers to the order in the noise strength.

## The exact coherence and the memory equation

In Lean 4 with Mathlib:

```lean
import Mathlib

open Set Filter Topology MeasureTheory

namespace GaussianDephasing

noncomputable section
```

This loads the mathematical library Mathlib and opens a namespace for the definitions that follow.

```lean
/-- The time-dependent dephasing rate, the integral of the noise correlation function `C`
from time zero to `t`. -/
def rate (C : ℝ → ℝ) (t : ℝ) : ℝ := ∫ u in (0 : ℝ)..t, C u
```

In ordinary notation, `rate C t` is

Γ(t) = ∫₀ᵗ C(u) du.

The type `ℝ → ℝ` makes C a real function of a real variable. For t ≥ 0 only its values on [0,∞) enter. With C in units of angular frequency squared, Γ is a rate.

```lean
/-- The exact coherence under Gaussian dephasing, the exponential of minus the integrated rate. -/
def coherence (C : ℝ → ℝ) (t : ℝ) : ℝ := Real.exp (-∫ s in (0 : ℝ)..t, rate C s)
```

This is

f(t) = exp(-∫₀ᵗ Γ(s) ds).

It is the average of the random phase factor exp(-i ∫₀ᵗ δω(s) ds) for stationary, zero-mean, classical Gaussian frequency noise δω. That average is taken as the starting point here; the file contains no stochastic process.

```lean
/-- The second-order memory term, the convolution of the correlation function with the
history of `f`. -/
def memoryTerm (C f : ℝ → ℝ) (t : ℝ) : ℝ := ∫ s in (0 : ℝ)..t, C (t - s) * f s
```

For any history f, the memory term is

M(t) = ∫₀ᵗ C(t-s) f(s) ds.

```lean
/-- The second-order Nakajima-Zwanzig equation for a coherence `f`: at every positive time its
derivative is minus the memory term. -/
def SolvesNZ2 (C f : ℝ → ℝ) : Prop :=
  ∀ t, 0 < t → HasDerivAt f (-memoryTerm C f t) t
```

`SolvesNZ2 C f` says that f'(t) = -M(t) for every t > 0. `HasDerivAt f d t` means that f is differentiable at t with derivative d. The equation is postulated: it stands for the truncation of the projected dynamics at second order in the noise, in the rotating frame. The definition fixes no initial value.

## Time-local decay

```lean
/-- The time integral of a function continuous on `[0, ∞)` is continuous there, and its derivative
at each positive time is the integrand. -/
theorem primitive_regular {F : ℝ → ℝ} (hF : ContinuousOn F (Ici 0)) :
    ContinuousOn (fun t => ∫ u in (0 : ℝ)..t, F u) (Ici 0) ∧
      ∀ t, 0 < t → HasDerivAt (fun x => ∫ u in (0 : ℝ)..x, F u) (F t) t := by
  -- extend `F` to negative times by its value at zero
  have hD : Continuous (fun u : ℝ => F (max u 0)) :=
    hF.comp_continuous (continuous_id.max continuous_const)
      (fun _ => mem_Ici.2 (le_max_right _ _))
  have hext : ∀ t : ℝ, 0 ≤ t →
      ∫ u in (0 : ℝ)..t, F u = ∫ u in (0 : ℝ)..t, F (max u 0) := by
    intro t ht
    apply intervalIntegral.integral_congr
    intro u hu
    rw [uIcc_of_le ht] at hu
    show F u = F (max u 0)
    rw [max_eq_left hu.1]
  have hder : ∀ t : ℝ, HasDerivAt (fun x => ∫ u in (0 : ℝ)..x, F (max u 0)) (F (max t 0)) t :=
    fun t => (hD.integral_hasStrictDerivAt 0 t).hasDerivAt
  constructor
  · have hc : Continuous (fun x => ∫ u in (0 : ℝ)..x, F (max u 0)) :=
      continuous_iff_continuousAt.2 fun t => (hder t).continuousAt
    exact hc.continuousOn.congr (fun x hx => hext x hx)
  · intro t ht
    have h := hder t
    rw [max_eq_left ht.le] at h
    apply h.congr_of_eventuallyEq
    filter_upwards [Ioi_mem_nhds ht] with x hx
    exact hext x (le_of_lt hx)
```

`Ici 0` is the half-line [0,∞), and `ContinuousOn` asks for continuity only there. The theorem is the fundamental theorem of calculus: the integral of F from 0 to t is continuous on the half-line and has derivative F(t) at each t > 0.

The proof replaces F(u) by F(max(u,0)), which is continuous on the whole line. The two integrals agree for nonnegative times, hence in a neighbourhood of every positive t, and so have the same derivative there.

```lean
/-- For a continuous correlation function, the exact coherence obeys the time-local equation `f' =
-rate * f` at every positive time. -/
theorem coherence_hasDerivAt {C : ℝ → ℝ} (hC : ContinuousOn C (Ici 0)) {t : ℝ} (ht : 0 < t) :
    HasDerivAt (coherence C) (-rate C t * coherence C t) t := by
  have hr : ContinuousOn (rate C) (Ici 0) := (primitive_regular hC).1
  have h := ((primitive_regular hr).2 t ht).fun_neg.exp
  exact h.congr_deriv (mul_comm _ _)
```

Apply the previous result twice, first to C and then to Γ. The exponent has derivative -Γ(t), and the chain rule gives

f'(t) = -Γ(t) f(t).

For this pure-dephasing model with classical Gaussian noise, the time-local equation with rate Γ is therefore exact, although Γ is only of first order in C. The failure shown below belongs to the truncated memory equation.

```lean
/-- For a continuous correlation function and `0 ≤ s ≤ t`, the coherence is multiplied between times
`s` and `t` by the exponential of minus the rate integrated from `s` to `t`. -/
theorem coherence_split {C : ℝ → ℝ} (hC : ContinuousOn C (Ici 0)) {s t : ℝ}
    (hs : 0 ≤ s) (hst : s ≤ t) :
    coherence C t = coherence C s * Real.exp (-∫ x in s..t, rate C x) := by
  have hr : ContinuousOn (rate C) (Ici 0) := (primitive_regular hC).1
  have h1 : IntervalIntegrable (rate C) volume 0 s :=
    (hr.mono Icc_subset_Ici_self).intervalIntegrable_of_Icc hs
  have h2 : IntervalIntegrable (rate C) volume s t :=
    (hr.mono (fun x hx => le_trans hs hx.1)).intervalIntegrable_of_Icc hst
  unfold coherence
  rw [← Real.exp_add, ← intervalIntegral.integral_add_adjacent_intervals h1 h2]
  congr 1
  ring
```

For 0 ≤ s ≤ t, split the integral of Γ at s and exponentiate:

f(t) = f(s) exp(-∫ₛᵗ Γ(x) dx).

The two `IntervalIntegrable` statements justify the splitting, and `Real.exp_add` turns the sum into a product.

## The defect as lost coherence

```lean
/-- For a continuous correlation function, the defect of the exact coherence in the second-order
Nakajima-Zwanzig equation at a positive time is the correlation function integrated against the
coherence lost since each earlier time. -/
theorem nz2_defect {C : ℝ → ℝ} (hC : ContinuousOn C (Ici 0)) {t : ℝ} (ht : 0 < t) :
    deriv (coherence C) t + memoryTerm C (coherence C) t =
      ∫ s in (0 : ℝ)..t, C (t - s) * (coherence C s - coherence C t) := by
  have hr : ContinuousOn (rate C) (Ici 0) := (primitive_regular hC).1
  have hf : ContinuousOn (coherence C) (Ici 0) :=
    Real.continuous_exp.comp_continuousOn (primitive_regular hr).1.neg
  have hsub : ContinuousOn (fun s : ℝ => t - s) (Icc 0 t) := by fun_prop
  have hk : ContinuousOn (fun s => C (t - s)) (Icc 0 t) :=
    hC.comp hsub (fun s hs => sub_nonneg.mpr hs.2)
  have hI1 : IntervalIntegrable (fun s => C (t - s) * coherence C s) volume 0 t :=
    (hk.mul (hf.mono Icc_subset_Ici_self)).intervalIntegrable_of_Icc ht.le
  have hI2 : IntervalIntegrable (fun s => C (t - s) * coherence C t) volume 0 t :=
    (hk.mul continuousOn_const).intervalIntegrable_of_Icc ht.le
  -- reversing time turns the integrated kernel into the dephasing rate
  have hrev : ∫ s in (0 : ℝ)..t, C (t - s) = rate C t := by
    have h : ∫ s in (0 : ℝ)..t, C (t - s) = ∫ s in (t - t)..(t - 0), C s :=
      intervalIntegral.integral_comp_sub_left C t
    rw [h, sub_self, sub_zero, rate]
  rw [(coherence_hasDerivAt hC ht).deriv]
  simp only [mul_sub]
  rw [intervalIntegral.integral_sub hI1 hI2, intervalIntegral.integral_mul_const, hrev]
  unfold memoryTerm
  ring
```

Substituting u = t-s gives

∫₀ᵗ C(t-s) ds = Γ(t).

Hence f'(t) = -Γ(t) f(t) = -∫₀ᵗ C(t-s) f(t) ds, and adding the memory term yields

f'(t) + M(t) = ∫₀ᵗ C(t-s) [f(s) - f(t)] ds.

The bracket is the coherence lost between s and t. In the proof, `hrev` is the substitution, and the final rewriting separates the integral of the difference into two integrals. No sign of C has been assumed.

```lean
/-- For a nonnegative continuous correlation function that is positive at some delay `u` strictly
between zero and `t`, the exact derivative at `t` lies strictly above the second-order
Nakajima-Zwanzig value. -/
theorem nz2_lt_deriv_of_nonneg {C : ℝ → ℝ} (hC : ContinuousOn C (Ici 0))
    (hnn : ∀ u, 0 ≤ u → 0 ≤ C u) {u t : ℝ} (hu : 0 < u) (hut : u < t) (hCu : 0 < C u) :
    -memoryTerm C (coherence C) t < deriv (coherence C) t := by
  have ht : 0 < t := hu.trans hut
  have hr : ContinuousOn (rate C) (Ici 0) := (primitive_regular hC).1
  have hf : ContinuousOn (coherence C) (Ici 0) :=
    Real.continuous_exp.comp_continuousOn (primitive_regular hr).1.neg
  have hr0 : ∀ x, 0 ≤ x → 0 ≤ rate C x := fun x hx =>
    intervalIntegral.integral_nonneg hx (fun y hy => hnn y hy.1)
  have hrt : 0 < rate C t :=
    intervalIntegral.integral_pos ht (hC.mono Icc_subset_Ici_self)
      (fun y hy => hnn y hy.1.le) ⟨u, ⟨hu.le, hut.le⟩, hCu⟩
  -- the coherence never grows, and it drops strictly during the last delay `u`
  have hmono : ∀ s, 0 ≤ s → s ≤ t → coherence C t ≤ coherence C s := by
    intro s hs hst
    rw [coherence_split hC hs hst]
    have hi : 0 ≤ ∫ x in s..t, rate C x :=
      intervalIntegral.integral_nonneg hst (fun y hy => hr0 y (hs.trans hy.1))
    exact mul_le_of_le_one_right (Real.exp_pos _).le (Real.exp_le_one_iff.2 (by linarith))
  have hdrop : coherence C t < coherence C (t - u) := by
    have hs : 0 ≤ t - u := by linarith
    have hst : t - u < t := by linarith
    rw [coherence_split hC hs hst.le]
    have hi : 0 < ∫ x in (t - u)..t, rate C x :=
      intervalIntegral.integral_pos hst (hr.mono (fun x hx => le_trans hs hx.1))
        (fun y hy => hr0 y (hs.trans hy.1.le)) ⟨t, ⟨hst.le, le_rfl⟩, hrt⟩
    exact mul_lt_of_lt_one_right (Real.exp_pos _) (Real.exp_lt_one_iff.2 (by linarith))
  have hsub : ContinuousOn (fun s : ℝ => t - s) (Icc 0 t) := by fun_prop
  have hk : ContinuousOn (fun s => C (t - s)) (Icc 0 t) :=
    hC.comp hsub (fun s hs => sub_nonneg.mpr hs.2)
  have hpos : 0 < ∫ s in (0 : ℝ)..t, C (t - s) * (coherence C s - coherence C t) := by
    apply intervalIntegral.integral_pos ht
    · exact hk.mul ((hf.mono Icc_subset_Ici_self).sub continuousOn_const)
    · intro s hs
      exact mul_nonneg (hnn _ (sub_nonneg.2 hs.2)) (sub_nonneg.2 (hmono s hs.1.le hs.2))
    · refine ⟨t - u, ⟨by linarith, by linarith⟩, ?_⟩
      rw [sub_sub_cancel]
      exact mul_pos hCu (sub_pos.2 hdrop)
  have hgap := nz2_defect hC ht
  linarith
```

Here C is continuous and nonnegative on [0,∞) and positive at some delay u with 0 < u < t. The argument has four steps.

1. Γ is nonnegative, so the splitting formula gives f(t) ≤ f(s) for 0 ≤ s ≤ t. This is `hmono`.
2. Γ(t) > 0, because C is continuous, nonnegative and positive at u. This is `hrt`.
3. Γ is continuous and positive at t, so its integral from t-u to t is positive and f(t) < f(t-u). This is `hdrop`.
4. The defect integrand is continuous and nonnegative. At s = t-u it equals C(u) [f(t-u) - f(t)] > 0, so its integral is positive. This is `hpos`.

The defect formula then gives f'(t) > -M(t). `linarith` performs this last rearrangement.

```lean
/-- For a positive continuous correlation function, the derivative of the exact coherence is at
every positive time strictly greater than the second-order Nakajima-Zwanzig value. -/
theorem nz2_lt_deriv {C : ℝ → ℝ} (hC : ContinuousOn C (Ici 0))
    (hpos : ∀ u, 0 ≤ u → 0 < C u) {t : ℝ} (ht : 0 < t) :
    -∫ s in (0 : ℝ)..t, C (t - s) * coherence C s < deriv (coherence C) t :=
  nz2_lt_deriv_of_nonneg hC (fun u hu => (hpos u hu).le) (half_pos ht) (half_lt_self ht)
    (hpos _ (half_pos ht).le)
```

For C positive and continuous on [0,∞) and every t > 0,

f'(t) > -∫₀ᵗ C(t-s) f(s) ds.

`deriv (coherence C) t` is f'(t), a genuine derivative by the time-local equation. The proof uses the preceding theorem with u = t/2.

Positivity matters. Take C(u) = cos u, which changes sign. Then Γ(t) = sin t and f(t) = exp(cos t - 1), so f'(π) = 0, while

-M(π) = ∫₀^π cos s · exp(cos s - 1) ds.

Pairing s with π-s turns this into

(1/e) ∫₀^(π/2) cos s · [exp(cos s) - exp(-cos s)] ds > 0.

At t = π the inequality is reversed. This example is worked out in the text only and is not among the file's theorems.

## When the equation does hold

```lean
/-- For a nonnegative continuous correlation function, the exact coherence solves the second-order
Nakajima-Zwanzig equation if and only if the correlation function vanishes on `[0, ∞)`. -/
theorem solvesNZ2_iff {C : ℝ → ℝ} (hC : ContinuousOn C (Ici 0))
    (hnn : ∀ u, 0 ≤ u → 0 ≤ C u) :
    SolvesNZ2 C (coherence C) ↔ ∀ u, 0 ≤ u → C u = 0 := by
  constructor
  · intro h
    have hz : ∀ u, 0 < u → C u = 0 := by
      intro u hu
      by_contra hne
      have hCu : 0 < C u := lt_of_le_of_ne (hnn u hu.le) (Ne.symm hne)
      have hlt := nz2_lt_deriv_of_nonneg hC hnn hu (lt_add_one u) hCu
      rw [(h (u + 1) (by linarith)).deriv] at hlt
      exact lt_irrefl _ hlt
    intro u hu
    rcases hu.eq_or_lt with rfl | hu
    · -- the value at zero delay follows by continuity
      have h1 : Tendsto C (𝓝[>] 0) (𝓝 (C 0)) :=
        (hC 0 self_mem_Ici).mono Ioi_subset_Ici_self
      have h2 : Tendsto C (𝓝[>] 0) (𝓝 0) := by
        apply tendsto_const_nhds.congr'
        filter_upwards [self_mem_nhdsWithin] with x hx
        exact (hz x hx).symm
      exact tendsto_nhds_unique h1 h2
    · exact hz u hu
  · intro h t ht
    have hd := coherence_hasDerivAt hC ht
    have hgap := nz2_defect hC ht
    have hzero : ∫ s in (0 : ℝ)..t, C (t - s) * (coherence C s - coherence C t) = 0 := by
      refine Eq.trans (b := ∫ _s in (0 : ℝ)..t, (0 : ℝ)) ?_ intervalIntegral.integral_zero
      apply intervalIntegral.integral_congr
      intro s hs
      rw [uIcc_of_le ht.le] at hs
      show C (t - s) * (coherence C s - coherence C t) = 0
      rw [h _ (sub_nonneg.2 hs.2), zero_mul]
    rw [hzero, hd.deriv] at hgap
    exact hd.congr_deriv (by linarith)
```

For continuous C ≥ 0, the exact coherence solves the second-order equation exactly when C is zero throughout [0,∞).

Suppose first that the equation holds. If C(u) > 0 for some u > 0, the strict inequality at t = u+1 contradicts it. So C vanishes at all positive delays, and continuity from the right gives C(0) = 0.

Conversely, if C vanishes, the defect integrand is zero and f'(t) = -M(t). This is the noise-free limit, with f(t) = 1 for t ≥ 0. It also shows that C ≥ 0 alone does not give a strict inequality.

```lean
/-- For static noise with constant correlation `ω ^ 2` the exact coherence is `exp (-(ω² t² / 2))`,
while `cos (ω t)` solves the second-order Nakajima-Zwanzig equation. -/
theorem static_noise (ω : ℝ) :
    (∀ t, coherence (fun _ => ω ^ 2) t = Real.exp (-(ω ^ 2 * t ^ 2 / 2))) ∧
      SolvesNZ2 (fun _ => ω ^ 2) (fun t => Real.cos (ω * t)) := by
  have hlin : ∀ t : ℝ, HasDerivAt (fun x => ω * x) ω t := fun t => by
    simpa using (hasDerivAt_id' t).const_mul ω
  constructor
  · intro t
    have hr : ∀ s, rate (fun _ => ω ^ 2) s = s * ω ^ 2 := by
      intro s
      simp [rate]
    unfold coherence
    simp only [hr, intervalIntegral.integral_mul_const, integral_id]
    congr 1
    ring
  · intro t _
    -- the memory integral has the antiderivative `ω sin (ω s)`
    have hm : memoryTerm (fun _ => ω ^ 2) (fun t => Real.cos (ω * t)) t
        = ω * Real.sin (ω * t) - ω * Real.sin (ω * 0) := by
      unfold memoryTerm
      apply intervalIntegral.integral_eq_sub_of_hasDerivAt
        (f := fun s => ω * Real.sin (ω * s))
      · intro s _
        exact ((hlin s).sin.const_mul ω).congr_deriv (by ring)
      · exact Continuous.intervalIntegrable (by fun_prop) _ _
    rw [hm]
    apply (hlin t).cos.congr_deriv
    rw [mul_zero, Real.sin_zero]
    ring

end

end GaussianDephasing
```

The constant function `fun _ => ω ^ 2` is the static noise of the opening, now with any real ω. Its rate is Γ(s) = ω²s, and integrating once more gives

f(t) = exp(-ω²t²/2).

For the trial function g(t) = cos(ωt), the memory term is

ω² ∫₀ᵗ cos(ωs) ds = ω sin(ωt) = -g'(t),

so g solves the second-order equation, with g(0) = 1. In the proof, `hm` evaluates the integral through the antiderivative ω sin(ωs).

For ω ≠ 0 the exact coherence decays to zero, whereas the cosine returns to full magnitude again and again. At short times the two are close:

exp(-ω²t²/2) = 1 - ω²t²/2 + ω⁴t⁴/8 - …

cos(ωt) = 1 - ω²t²/2 + ω⁴t⁴/24 - …

They part at fourth order in ωt. In a simulation of this single-coherence model with static Gaussian noise, revivals from the second-order memory equation are thus products of the truncation.

```lean
#print axioms GaussianDephasing.nz2_lt_deriv
#print axioms GaussianDephasing.solvesNZ2_iff
#print axioms GaussianDephasing.static_noise
```

```
'GaussianDephasing.nz2_lt_deriv' depends on axioms: [propext, Classical.choice, Quot.sound]
'GaussianDephasing.solvesNZ2_iff' depends on axioms: [propext, Classical.choice, Quot.sound]
'GaussianDephasing.static_noise' depends on axioms: [propext, Classical.choice, Quot.sound]
```
